# Mermin forces for independent electrons: no chemical-potential term when the occupations sum to N

## Levels, occupations and the function A

Let $e_i(t)$ be finitely many one-electron levels, labelled by $i$, that depend on a real parameter $t$ such as a nuclear coordinate. Let $\mu(t)$ be the chemical potential, $N$ the prescribed particle number and $\beta = 1/(k_BT) > 0$ the inverse temperature. A prime denotes a derivative with respect to $t$, taken at a chosen point $t_0$. The force along $t$ is minus the derivative of the free energy at fixed temperature and particle number.

Each label stands for one spin-orbital, so a spin-degenerate level is listed twice. The number $N$ is real and need not be an integer. In Lean the labels form a finite type `ι`, which may be empty.

```lean
import Mathlib

open Filter Topology

namespace MerminForces

noncomputable section

variable {ι : Type*} [Fintype ι]
```

The occupation of a level of energy $e$ is

$$f = \frac{1}{1+\exp(\beta(e-\mu))}.$$

```lean
/-- Fermi occupation of a level of energy `e` at inverse temperature `β` and chemical
potential `μ`. -/
def fermi (β μ e : ℝ) : ℝ := 1 / (1 + Real.exp (β * (e - μ)))
```

The function to be differentiated is

$$A = \mu N - \frac1\beta\sum_i \log\bigl(1+\exp(-\beta(e_i-\mu))\bigr).$$

`merminEnergy` takes the levels at one value of $t$, as a family `e : ι → ℝ`. The dependence on $t$ enters later, through `fun i => e i t`.

```lean
/-- The function `μ N - ∑ log (1 + exp (-β (e_i - μ))) / β` of the levels and the chemical
potential, for `β ≠ 0`. -/
def merminEnergy (β N μ : ℝ) (e : ι → ℝ) : ℝ :=
  μ * N - ∑ i, Real.log (1 + Real.exp (-β * (e i - μ))) / β
```

The entropy of independent occupations, in units of $k_B$, is

$$S = -\sum_i\bigl[f_i\log f_i + (1-f_i)\log(1-f_i)\bigr].$$

With this unit, temperature times entropy is $S/\beta$.

```lean
/-- Mixing entropy of the Fermi occupations, in units of the Boltzmann constant. -/
def fermiEntropy (β μ : ℝ) (e : ι → ℝ) : ℝ :=
  ∑ i, -(fermi β μ (e i) * Real.log (fermi β μ (e i))
    + (1 - fermi β μ (e i)) * Real.log (1 - fermi β μ (e i)))
```

The electrons here are independent and their levels are given. Mermin's density functional for interacting electrons at finite temperature does not enter, and neither do the double-counting terms of a self-consistent calculation.

## The occupation as a Boltzmann ratio

The occupation contains $\exp(+\beta(e-\mu))$, whereas $A$ contains the inverse factor $x = \exp(-\beta(e-\mu))$. Multiplying the numerator and denominator of $f$ by $x$ gives

$$f = \frac{x}{1+x}.$$

In Lean, `hE` records that the two exponentials multiply to 1, and the identity follows after cross-multiplication.

```lean
/-- The Fermi occupation written with the Boltzmann factor `exp (-β (e - μ))`. -/
theorem fermi_eq (β μ e : ℝ) :
    fermi β μ e = Real.exp (-β * (e - μ)) / (1 + Real.exp (-β * (e - μ))) := by
  have hE : Real.exp (β * (e - μ)) * Real.exp (-β * (e - μ)) = 1 := by
    rw [← Real.exp_add, ← Real.exp_zero]
    congr 1
    ring
  unfold fermi
  rw [div_eq_div_iff (by positivity) (by positivity)]
  linear_combination (-1 : ℝ) * hE
```

## The derivative before the number is fixed

Write $x_i = \exp(-\beta(e_i-\mu))$. The chain rule gives, for one level,

$$\frac{d}{dt}\,\frac{\log(1+x_i)}{\beta} = \frac1\beta\,\frac{x_i}{1+x_i}\,(-\beta)(e_i'-\mu') = -f_i(e_i'-\mu').$$

Subtracting the sum of these terms from the derivative of $\mu N$,

$$A' = \mu' N + \sum_i f_i(e_i'-\mu') = \sum_i f_i e_i' + \mu'\Bigl(N-\sum_i f_i\Bigr).$$

In the theorem, `he` and `hμ` say that the levels and the chemical potential are differentiable at `t₀`, with derivatives `e' i` and `μ'`. This is assumed and not derived from a Hamiltonian. It deserves attention where levels cross, because eigenvalues sorted by size can have a kink there.

The proof turns on `HasDerivAt.congr_deriv`. The statement `HasDerivAt g g' t₀` says that `g` is differentiable at `t₀` with derivative `g'`. Mathlib's rules for exponentials, logarithms and quotients build such statements, but the derivative comes out in whatever form the rules produce. `congr_deriv` exchanges that expression for the desired one and leaves an equality of real numbers to be proved. The calculus is then finished and only algebra remains. For one level (`hl`), that algebra is the cancellation of $\beta$ against $1/\beta$, supplied by `hb`; `hs` then splits the sum over levels.

```lean
/-- Without any condition on the particle number, the derivative of the Mermin energy is
`∑ f_i e_i'` plus `μ'` times the mismatch between `N` and the total occupation. -/
theorem hasDerivAt_merminEnergy {β N t₀ μ' : ℝ} (hβ : 0 < β) {e : ι → ℝ → ℝ} {e' : ι → ℝ}
    {μ : ℝ → ℝ} (he : ∀ i, HasDerivAt (e i) (e' i) t₀) (hμ : HasDerivAt μ μ' t₀) :
    HasDerivAt (fun t => merminEnergy β N (μ t) (fun i => e i t))
      (∑ i, fermi β (μ t₀) (e i t₀) * e' i
        + μ' * (N - ∑ i, fermi β (μ t₀) (e i t₀))) t₀ := by
  have hb : β * β⁻¹ = 1 := mul_inv_cancel₀ hβ.ne'
  -- one level contributes `-f (e' - μ')`
  have hl : ∀ i, HasDerivAt (fun t => Real.log (1 + Real.exp (-β * (e i t - μ t))) / β)
      (-fermi β (μ t₀) (e i t₀) * (e' i - μ')) t₀ := by
    intro i
    have h1 : HasDerivAt (fun t => -β * (e i t - μ t)) (-β * (e' i - μ')) t₀ :=
      ((he i).fun_sub hμ).const_mul (-β)
    have h2 := ((h1.exp.const_add 1).log (by positivity)).div_const β
    refine h2.congr_deriv ?_
    rw [fermi_eq]
    linear_combination (-(Real.exp (-β * (e i t₀ - μ t₀)) * (e' i - μ')
      * (1 + Real.exp (-β * (e i t₀ - μ t₀)))⁻¹)) * hb
  have hs : ∑ i, -fermi β (μ t₀) (e i t₀) * (e' i - μ')
      = μ' * ∑ i, fermi β (μ t₀) (e i t₀) - ∑ i, fermi β (μ t₀) (e i t₀) * e' i := by
    rw [Finset.mul_sum, ← Finset.sum_sub_distrib]
    exact Finset.sum_congr rfl fun i _ => by ring
  have h := (hμ.mul_const N).fun_sub (HasDerivAt.fun_sum (u := Finset.univ) fun i _ => hl i)
  refine HasDerivAt.congr_deriv h ?_
  rw [hs]
  ring
```

## The number condition removes the μ′ term

If $\sum_i f_i = N$ at $t_0$, the bracket vanishes and

$$A'(t_0) = \sum_i f_i e_i'.$$

The hypothesis `hN` imposes the particle number at `t₀` only. The chemical potential may move in any differentiable way, and the number may drift away from $N$ at other values of $t$. The proof substitutes `hN` into the previous theorem.

```lean
/-- Mermin forces: if the Fermi occupations sum to `N` at `t₀`, the derivative of the Mermin
energy there is `∑ f_i e_i'`, with no term in `μ'`. -/
theorem mermin_force {β N t₀ μ' : ℝ} (hβ : 0 < β) {e : ι → ℝ → ℝ} {e' : ι → ℝ}
    {μ : ℝ → ℝ} (he : ∀ i, HasDerivAt (e i) (e' i) t₀) (hμ : HasDerivAt μ μ' t₀)
    (hN : ∑ i, fermi β (μ t₀) (e i t₀) = N) :
    HasDerivAt (fun t => merminEnergy β N (μ t) (fun i => e i t))
      (∑ i, fermi β (μ t₀) (e i t₀) * e' i) t₀ := by
  refine (hasDerivAt_merminEnergy hβ he hμ).congr_deriv ?_
  rw [hN]
  ring
```

In a non-interacting tight-binding calculation with Fermi smearing, minus this sum is the electronic part of the force: the level derivatives are weighted with the occupations already computed, and no derivative of $\mu$ is needed. The formula can be tested with the central difference

$$\frac{A(t_0+h)-A(t_0-h)}{2h},$$

where $\mu$ is found again at each displaced geometry. The quantity to difference is $A$. The band energy $\sum_i f_i e_i$ alone has the additional derivative $\sum_i f_i' e_i$, which is generally not zero. If the search for $\mu$ stops early but the value it returns is still differentiable in $t$ at $t_0$, the general formula gives the resulting discrepancy: $A'$ differs from $\sum_i f_i e_i'$ by $\mu'$ times the remaining number error.

## When μ moves, the force formula fixes the number

Conversely, suppose that $A'(t_0)=\sum_i f_i e_i'$ and $\mu'\neq 0$. Comparison with the general derivative gives

$$\mu'\Bigl(N-\sum_i f_i\Bigr)=0,$$

and hence $\sum_i f_i=N$. If $\mu'=0$, the formula holds for any $N$ and says nothing about the number.

The Lean proof compares the two derivatives by `HasDerivAt.unique`, since a function has at most one derivative at a point, and then cancels the nonzero factor.

```lean
/-- Converse: if the chemical potential moves at `t₀` and the derivative of the Mermin energy
is `∑ f_i e_i'`, then the occupations sum to `N`. -/
theorem number_of_mermin_force {β N t₀ μ' : ℝ} (hβ : 0 < β) {e : ι → ℝ → ℝ} {e' : ι → ℝ}
    {μ : ℝ → ℝ} (he : ∀ i, HasDerivAt (e i) (e' i) t₀) (hμ : HasDerivAt μ μ' t₀)
    (hμ' : μ' ≠ 0)
    (hA : HasDerivAt (fun t => merminEnergy β N (μ t) (fun i => e i t))
      (∑ i, fermi β (μ t₀) (e i t₀) * e' i) t₀) :
    ∑ i, fermi β (μ t₀) (e i t₀) = N := by
  have h := hA.unique (hasDerivAt_merminEnergy hβ he hμ)
  have h0 : μ' * (N - ∑ i, fermi β (μ t₀) (e i t₀)) = 0 := by linarith
  have h1 := (mul_eq_zero.mp h0).resolve_left hμ'
  linarith
```

## A is the free energy at the right particle number

From $f_i=x_i/(1+x_i)$ and $1-f_i=1/(1+x_i)$,

$$\log f_i=-\beta(e_i-\mu)-\log(1+x_i),\qquad \log(1-f_i)=-\log(1+x_i).$$

The contribution of level $i$ to the entropy is therefore

$$S_i = \beta f_i(e_i-\mu)+\log(1+x_i),$$

so that

$$f_i e_i-\frac{S_i}{\beta} = \mu f_i-\frac{\log(1+x_i)}{\beta}.$$

Summing over $i$ and using $\sum_i f_i=N$ gives

$$A=\sum_i f_i e_i-\frac{S}{\beta}.$$

This identifies $A$ as band energy minus temperature times entropy. The number condition is used to turn $\mu\sum_i f_i$ into $\mu N$; only when $\mu=0$ do the two agree without it. In the proof, `hf` and `hg` are the two logarithms, and the final `linear_combination` is the identity for a single level.

```lean
/-- When the occupations sum to `N`, the Mermin energy is the band energy `∑ f_i e_i` minus
temperature times the mixing entropy. -/
theorem merminEnergy_eq_energy_sub_entropy {β N μ : ℝ} (hβ : 0 < β) (e : ι → ℝ)
    (hN : ∑ i, fermi β μ (e i) = N) :
    merminEnergy β N μ e = ∑ i, fermi β μ (e i) * e i - fermiEntropy β μ e / β := by
  have hb : β * β⁻¹ = 1 := mul_inv_cancel₀ hβ.ne'
  unfold merminEnergy fermiEntropy
  rw [← hN, Finset.mul_sum, Finset.sum_div, ← Finset.sum_sub_distrib,
    ← Finset.sum_sub_distrib]
  refine Finset.sum_congr rfl fun i _ => ?_
  have hy : 1 + Real.exp (-β * (e i - μ)) ≠ 0 := by positivity
  -- logarithms of the occupation and of the hole occupation
  have hf : Real.log (fermi β μ (e i))
      = -β * (e i - μ) - Real.log (1 + Real.exp (-β * (e i - μ))) := by
    rw [fermi_eq, Real.log_div (Real.exp_ne_zero _) hy, Real.log_exp]
  have hh : 1 - fermi β μ (e i) = (1 + Real.exp (-β * (e i - μ)))⁻¹ := by
    rw [fermi_eq]
    linear_combination (-1 : ℝ) * inv_mul_cancel₀ hy
  have hg : Real.log (1 - fermi β μ (e i))
      = -Real.log (1 + Real.exp (-β * (e i - μ))) := by
    rw [hh, Real.log_inv]
  rw [hf, hg]
  linear_combination (fermi β μ (e i) * (e i - μ)) * hb
```

## The correct chemical potential maximises A

Hold the levels fixed, let $\mu$ satisfy $\sum_i f_i=N$, and let $\nu$ be any other trial value. Each $f_i$ lies between 0 and 1, so convexity of the exponential between $0$ and $\beta(\nu-\mu)$ gives

$$\exp\bigl(f_i\beta(\nu-\mu)\bigr)\le (1-f_i)+f_i\exp\bigl(\beta(\nu-\mu)\bigr).$$

Multiply by $1+x_i$. Since $f_i(1+x_i)=x_i$ and $(1-f_i)(1+x_i)=1$, the right-hand side becomes

$$1+x_i\exp\bigl(\beta(\nu-\mu)\bigr)=1+\exp(-\beta(e_i-\nu)).$$

Taking logarithms and dividing by $\beta$,

$$f_i(\nu-\mu)\le\frac{\log(1+\exp(-\beta(e_i-\nu)))}{\beta}-\frac{\log(1+\exp(-\beta(e_i-\mu)))}{\beta}.$$

The sum over $i$ has $N(\nu-\mu)$ on the left, and rearrangement gives $A(\nu)\le A(\mu)$.

This accounts for the missing $\mu'$ term in variational language: at the maximum, a small change of $\mu$ at fixed levels does not alter $A$ to first order. In Lean, `hc` is the convexity inequality, `hm` its multiplied form and `hl` the bound for one level. The theorem shows that $\mu$ is a maximiser; it does not state that the maximiser is unique.

```lean
/-- At fixed levels, a chemical potential whose occupations sum to `N` maximises the Mermin
energy over all chemical potentials. -/
theorem merminEnergy_le {β N μ : ℝ} (hβ : 0 < β) (e : ι → ℝ)
    (hN : ∑ i, fermi β μ (e i) = N) (ν : ℝ) :
    merminEnergy β N ν e ≤ merminEnergy β N μ e := by
  -- each level's term lies above its tangent in the chemical potential
  have hl : ∀ i, fermi β μ (e i) * (ν - μ) ≤
      Real.log (1 + Real.exp (-β * (e i - ν))) / β
        - Real.log (1 + Real.exp (-β * (e i - μ))) / β := by
    intro i
    have hf0 : 0 ≤ fermi β μ (e i) := by unfold fermi; positivity
    have hf1 : fermi β μ (e i) ≤ 1 := by
      unfold fermi
      rw [div_le_one (by positivity)]
      linarith [Real.exp_pos (β * (e i - μ))]
    have hfx : fermi β μ (e i) * (1 + Real.exp (-β * (e i - μ)))
        = Real.exp (-β * (e i - μ)) := by
      rw [fermi_eq]
      exact div_mul_cancel₀ _ (by positivity)
    have hx : Real.exp (-β * (e i - ν))
        = Real.exp (-β * (e i - μ)) * Real.exp (β * (ν - μ)) := by
      rw [← Real.exp_add]
      congr 1
      ring
    have hc := convexOn_exp.2 (Set.mem_univ (0 : ℝ)) (Set.mem_univ (β * (ν - μ)))
      (sub_nonneg.mpr hf1) hf0 (by ring)
    simp only [smul_eq_mul, mul_zero, zero_add, Real.exp_zero, mul_one] at hc
    have hm : Real.exp (fermi β μ (e i) * (β * (ν - μ))) * (1 + Real.exp (-β * (e i - μ)))
        ≤ 1 + Real.exp (-β * (e i - ν)) := by
      refine (mul_le_mul_of_nonneg_right hc (by positivity)).trans_eq ?_
      rw [hx]
      linear_combination (Real.exp (β * (ν - μ)) - 1) * hfx
    have hlog := Real.log_le_log (by positivity) hm
    rw [Real.log_mul (Real.exp_ne_zero _) (by positivity), Real.log_exp] at hlog
    rw [← sub_div, le_div_iff₀ hβ]
    linarith
  have hsum := Finset.sum_le_sum fun i (_ : i ∈ Finset.univ) => hl i
  rw [← Finset.sum_mul, hN, Finset.sum_sub_distrib] at hsum
  unfold merminEnergy
  linarith
```

## How μ follows the levels

The force does not need $\mu'$, but $\mu'$ can be found if the number is conserved near $t_0$ and not merely at that point. Differentiating one occupation gives

$$f_i'=-\beta f_i(1-f_i)(e_i'-\mu').$$

The total occupation is constant near $t_0$, so these derivatives sum to zero. Dividing by $\beta$ and rearranging,

$$\mu'\sum_i f_i(1-f_i)=\sum_i f_i(1-f_i)e_i'.$$

If there is at least one level, the sum on the left is positive, and $\mu'$ is the average of the $e_i'$ with weights $f_i(1-f_i)$. With a single level, $\mu'=e_1'$. The weights are largest for levels close to $\mu$.

The stronger number condition appears in Lean as `∀ᶠ t in 𝓝 t₀`, meaning for all $t$ in some neighbourhood of $t_0$. The differentiability of $\mu$ remains a hypothesis. The proof obtains the derivative of the total occupation twice, once from the levels (`hf`) and once as zero from conservation (`hc`), and equates the two.

```lean
/-- If the occupations sum to `N` for all `t` near `t₀`, then `μ'` times the sum of the weights `f_i
(1 - f_i)` equals the sum of the level derivatives `e_i'` multiplied by those weights. -/
theorem chemical_potential_response {β N t₀ μ' : ℝ} (hβ : 0 < β) {e : ι → ℝ → ℝ}
    {e' : ι → ℝ} {μ : ℝ → ℝ} (he : ∀ i, HasDerivAt (e i) (e' i) t₀)
    (hμ : HasDerivAt μ μ' t₀) (hN : ∀ᶠ t in 𝓝 t₀, ∑ i, fermi β (μ t) (e i t) = N) :
    μ' * ∑ i, fermi β (μ t₀) (e i t₀) * (1 - fermi β (μ t₀) (e i t₀))
      = ∑ i, fermi β (μ t₀) (e i t₀) * (1 - fermi β (μ t₀) (e i t₀)) * e' i := by
  -- derivative of one occupation
  have hf : ∀ i, HasDerivAt (fun t => fermi β (μ t) (e i t))
      (-β * (fermi β (μ t₀) (e i t₀) * (1 - fermi β (μ t₀) (e i t₀))) * (e' i - μ')) t₀ := by
    intro i
    have h1 : HasDerivAt (fun t => β * (e i t - μ t)) (β * (e' i - μ')) t₀ :=
      ((he i).fun_sub hμ).const_mul β
    have hy : 1 + Real.exp (β * (e i t₀ - μ t₀)) ≠ 0 := by positivity
    have h2 := (hasDerivAt_const t₀ (1 : ℝ)).fun_div (h1.exp.const_add 1) hy
    refine HasDerivAt.congr_deriv h2 ?_
    rw [div_eq_mul_inv, ← inv_pow]
    unfold fermi
    linear_combination (-(β * (e' i - μ') * (1 + Real.exp (β * (e i t₀ - μ t₀)))⁻¹))
      * inv_mul_cancel₀ hy
  -- the total occupation is constant near `t₀`
  have hc : HasDerivAt (fun t => ∑ i, fermi β (μ t) (e i t)) 0 t₀ :=
    (hasDerivAt_const t₀ N).congr_of_eventuallyEq hN
  have h := (HasDerivAt.fun_sum (u := Finset.univ) fun i _ => hf i).unique hc
  have hs : ∑ i, -β * (fermi β (μ t₀) (e i t₀) * (1 - fermi β (μ t₀) (e i t₀)))
        * (e' i - μ')
      = β * (μ' * ∑ i, fermi β (μ t₀) (e i t₀) * (1 - fermi β (μ t₀) (e i t₀))
        - ∑ i, fermi β (μ t₀) (e i t₀) * (1 - fermi β (μ t₀) (e i t₀)) * e' i) := by
    rw [Finset.mul_sum, ← Finset.sum_sub_distrib, Finset.mul_sum]
    exact Finset.sum_congr rfl fun i _ => by ring
  rw [hs] at h
  have h0 := (mul_eq_zero.mp h).resolve_left hβ.ne'
  linarith

end

end MerminForces
```

```lean
#print axioms MerminForces.mermin_force
#print axioms MerminForces.number_of_mermin_force
#print axioms MerminForces.merminEnergy_le
#print axioms MerminForces.chemical_potential_response
```

```
'MerminForces.mermin_force' depends on axioms: [propext, Classical.choice, Quot.sound]
'MerminForces.number_of_mermin_force' depends on axioms: [propext, Classical.choice, Quot.sound]
'MerminForces.merminEnergy_le' depends on axioms: [propext, Classical.choice, Quot.sound]
'MerminForces.chemical_potential_response' depends on axioms: [propext, Classical.choice, Quot.sound]
```
